# The Hubbard-I gap of the triangular lattice with the self-energy of a half-filled atom, for t, U > 0: positive, and between U − 9t/2 and U

A Hubbard-I calculation for a triangular layer of adatoms, with one dangling-bond orbital per site and the self-energy of a half-filled atom, can end with a short loop. At every crystal momentum one computes two pole energies, measured from the midpoint of the two atomic levels, keeps the highest one below zero and the lowest one above zero, and subtracts. For nearest-neighbour hopping t > 0 and on-site repulsion U > 0 the loop can be replaced by two evaluations, because the gap edges sit at the two ends of the bare band:

gap = (√(36t² + U²) + √(9t² + U²) − 9t)/2.

This number is positive, larger than U − 9t/2 and smaller than U.

## From the band edges to the gap

Let a and b be dimensionless crystal momenta. The band energy is

e = −2t S, with S = cos a + cos b + cos(a + b).

Clearly S ≤ 3. For the other bound, expand two squares and use the addition theorem for cos(a + b):

(1 + cos a + cos b)² + (sin a − sin b)² = 3 + 2S.

The left side is not negative, so S ≥ −3/2, and hence −6t ≤ e ≤ 3t.

Every value in between occurs on the line a = b = x. There S = 2cos²x + 2cos x − 1. Writing e = qt with −6 ≤ q ≤ 3, the condition −2S = q becomes

(2 cos x + 1)² = 3 − q, solved by cos x = (√(3 − q) − 1)/2.

The root √(3 − q) lies between 0 and 3, so this cosine lies between −1/2 and 1, and a suitable x exists.

In the Hubbard-I approximation the self-energy of the isolated atom is inserted into the lattice propagator. For a half-filled atom, with the frequency ω measured from the midpoint of the two atomic levels ±U/2, the inverse propagator is

ω − e − U²/(4ω).

Multiplying by ω ≠ 0 turns its zeros into the roots of ω² − eω − U²/4 = 0, which are

E₋(e) = (e − √(e² + U²))/2 and E₊(e) = (e + √(e² + U²))/2.

Since √(e² + U²) > |e| for U > 0, E₋ is negative and E₊ is positive.

Both branches rise with e. Take e < e′ and put d = e′ − e, R = √(e² + U²), R′ = √(e′² + U²). Then

(R + d)² − R′² = 2d(R − e) > 0,

so R′ < R + d, which is the same as E₋(e) < E₋(e′). Likewise

(R′ + d)² − R² = 2d(R′ + e′) > 0

gives R < R′ + d, and so E₊(e) < E₊(e′).

The branches are continuous, so as e runs over [−6t, 3t] they fill the intervals [E₋(−6t), E₋(3t)] and [E₊(−6t), E₊(3t)]. The gap is E₊(−6t) − E₋(3t), which is the expression given at the start.

For the bounds, regard √(x² + U²) with x > 0 as the hypotenuse of a right triangle with legs x and U. It is longer than either leg and shorter than their sum. Apply this with x = 6t and x = 3t. The two roots together exceed 9t, which makes the gap positive. They also exceed 2U, which gives gap > U − 9t/2. They stay below 9t + 2U, which gives gap < U.

## The gap on a momentum grid

In code, the closed form is a check on the loop over momenta. For t = 1 and U = 8 the edges are E₋(3) = (3 − √73)/2 ≈ −2.772 and E₊(−6) = 2, so the gap is about 4.772, compared with the lower bound 3.5.

A grid reproduces this only if it contains both band extrema. The minimum is at a = b = 0, and the maximum is at the zone corner a = b = 2π/3 and its partner a = b = 4π/3. A 2 × 2 grid with a and b equal to 0 or π reaches only e = 2 at the top, and it reports a gap of about 5.123. A uniform n × n grid that includes the origin contains the corners exactly when n is divisible by 3.

## The band and the propagator in Lean

```lean
import Mathlib

open Real

namespace TriangularHubbardI

noncomputable section
```

All quantities are real numbers, with ω, e, t and U in the same energy unit.

```lean
/-- Nearest-neighbour band of the triangular lattice, with hopping `t` and
dimensionless crystal momenta `a` and `b`. -/
def band (t a b : ℝ) : ℝ := -2 * t * (cos a + cos b + cos (a + b))
```

The momenta `a` and `b` range over all reals, which describes the infinite periodic layer. There is one orbital per site and only nearest-neighbour hopping. The sign convention puts the band minimum at zero momentum when t > 0.

```lean
/-- Inverse Hubbard-I propagator for band energy `e`, with the self-energy of a half-filled atom, at
a real frequency `ω ≠ 0`. -/
def invGreen (U e ω : ℝ) : ℝ := ω - e - U ^ 2 / (4 * ω)
```

The coefficient `U ^ 2 / 4` carries the half-filling assumption: it comes from an atom whose two spin states are each half occupied. This self-energy is taken as given and is not derived from the Hubbard Hamiltonian. "Half filling" refers to this atom, not to the electron count of the lattice, which is not computed here. The triangular band is not symmetric about zero, and for U much larger than t the full lower subband holds slightly less than one electron per site.

```lean
/-- Lower Hubbard branch as a function of the band energy `e`. -/
def lowerPole (U e : ℝ) : ℝ := (e - √(e ^ 2 + U ^ 2)) / 2

/-- Upper Hubbard branch as a function of the band energy `e`. -/
def upperPole (U e : ℝ) : ℝ := (e + √(e ^ 2 + U ^ 2)) / 2
```

These are E₋ and E₊ as functions of the band energy.

```lean
/-- All nonzero real frequencies at which the inverse propagator of the triangular
lattice vanishes for some crystal momentum. -/
def poleSet (t U : ℝ) : Set ℝ :=
  {ω | ω ≠ 0 ∧ ∃ a b, invGreen U (band t a b) ω = 0}
```

A member of `poleSet t U` is a frequency at which the inverse propagator vanishes for at least one momentum. The condition `ω ≠ 0` is needed because Lean sets division by zero to zero, so that ω = 0 would otherwise count as a pole wherever e = 0. The set records positions only; the spectral weights of the poles play no part.

## The exact range of the band

```lean
/-- For `t > 0` the energies of the triangular band are exactly those
between `-6t` and `3t`, both ends included. -/
theorem band_range {t : ℝ} (ht : 0 < t) (e : ℝ) :
    (∃ a b, band t a b = e) ↔ e ∈ Set.Icc (-6 * t) (3 * t) := by
  constructor
  · rintro ⟨a, b, rfl⟩
    -- the squared modulus of a sum of three phases is nonnegative
    have h : -3 / 2 ≤ cos a + cos b + cos (a + b) := by
      rw [cos_add]
      nlinarith [sq_nonneg (1 + cos a + cos b), sq_nonneg (sin a - sin b),
        sin_sq_add_cos_sq a, sin_sq_add_cos_sq b]
    have h' : cos a + cos b + cos (a + b) ≤ 3 := by
      linarith [cos_le_one a, cos_le_one b, cos_le_one (a + b)]
    unfold band
    constructor
    · nlinarith [mul_nonneg ht.le (sub_nonneg.2 h')]
    · nlinarith [mul_nonneg ht.le (sub_nonneg.2 h)]
  · rintro ⟨h1, h2⟩
    obtain ⟨q, rfl⟩ : ∃ q, e = q * t := ⟨e / t, (div_mul_cancel₀ e ht.ne').symm⟩
    have hq1 : -6 ≤ q := le_of_mul_le_mul_right h1 ht
    have hq2 : q ≤ 3 := le_of_mul_le_mul_right h2 ht
    have hs : √(3 - q) ^ 2 = 3 - q := Real.sq_sqrt (by linarith)
    have hs0 : 0 ≤ √(3 - q) := Real.sqrt_nonneg _
    have hs3 : √(3 - q) ≤ 3 := Real.sqrt_le_iff.2 ⟨by norm_num, by linarith⟩
    -- every energy is found on the line a = b
    obtain ⟨x, hx⟩ : ∃ x, cos x = (√(3 - q) - 1) / 2 :=
      ⟨arccos ((√(3 - q) - 1) / 2), Real.cos_arccos (by linarith) (by linarith)⟩
    have hxx : cos (x + x) = 2 * cos x ^ 2 - 1 := by
      rw [← two_mul, Real.cos_two_mul]
    refine ⟨x, x, ?_⟩
    unfold band
    rw [hxx, hx]
    linear_combination (-t) * hs
```

The statement is an equivalence: an energy occurs in the band if and only if it lies in the closed interval from −6t to 3t. In the forward direction, `nlinarith` receives the two squares of the hand derivation and the identities sin² + cos² = 1, and obtains S ≥ −3/2. In the reverse direction, `q` is e/t, and `arccos` supplies the angle `x` with the required cosine. The final `linear_combination` verifies that the momentum (x, x) has energy qt.

## Two branches, their signs and their slopes

```lean
/-- At a nonzero real frequency the inverse propagator vanishes exactly on the
lower or the upper Hubbard branch. -/
theorem invGreen_eq_zero_iff (U e : ℝ) {ω : ℝ} (hω : ω ≠ 0) :
    invGreen U e ω = 0 ↔ ω = lowerPole U e ∨ ω = upperPole U e := by
  have hs : √(e ^ 2 + U ^ 2) ^ 2 = e ^ 2 + U ^ 2 := Real.sq_sqrt (by positivity)
  have h : U ^ 2 / (4 * ω) * ω = U ^ 2 / 4 := by field_simp
  have key : invGreen U e ω * ω = (ω - lowerPole U e) * (ω - upperPole U e) := by
    unfold invGreen lowerPole upperPole
    linear_combination (-1) * h + hs / 4
  rw [← sub_eq_zero (b := lowerPole U e), ← sub_eq_zero (b := upperPole U e),
    ← mul_eq_zero, ← key, mul_eq_zero]
  exact ⟨Or.inl, fun h0 => h0.resolve_right hω⟩
```

The identity `key` is the factorised quadratic: the inverse propagator times ω equals (ω − E₋)(ω − E₊). As ω is not zero, the inverse propagator vanishes exactly when one of the factors does. This holds for all real U and e.

```lean
/-- For `U > 0` the lower branch is negative and the upper branch positive,
at every band energy. -/
theorem pole_signs {U : ℝ} (hU : 0 < U) (e : ℝ) :
    lowerPole U e < 0 ∧ 0 < upperPole U e := by
  have h : |e| < √(e ^ 2 + U ^ 2) :=
    (Real.lt_sqrt (abs_nonneg e)).2 (by rw [sq_abs]; linarith [pow_pos hU 2])
  obtain ⟨h1, h2⟩ := abs_lt.1 h
  unfold lowerPole upperPole
  constructor <;> linarith
```

The inequality |e| < √(e² + U²) is the only place where this proof uses U > 0. `abs_lt` splits it into the two bounds that fix the signs.

```lean
/-- For `U > 0` both Hubbard branches rise strictly with the band energy. -/
theorem poles_strictMono {U : ℝ} (hU : 0 < U) :
    StrictMono (lowerPole U) ∧ StrictMono (upperPole U) := by
  constructor
  · intro e e' h
    have hs : √(e ^ 2 + U ^ 2) ^ 2 = e ^ 2 + U ^ 2 := Real.sq_sqrt (by positivity)
    have hn := (pole_signs hU e).1
    unfold lowerPole at hn ⊢
    have hp : 0 < √(e ^ 2 + U ^ 2) - e := by linarith
    have : √(e' ^ 2 + U ^ 2) < √(e ^ 2 + U ^ 2) + (e' - e) :=
      (Real.sqrt_lt' (by linarith [Real.sqrt_nonneg (e ^ 2 + U ^ 2)])).2
        (by nlinarith [mul_pos (sub_pos.2 h) hp])
    linarith
  · intro e e' h
    have hs : √(e' ^ 2 + U ^ 2) ^ 2 = e' ^ 2 + U ^ 2 := Real.sq_sqrt (by positivity)
    have hn := (pole_signs hU e').2
    unfold upperPole at hn ⊢
    have hp : 0 < √(e' ^ 2 + U ^ 2) + e' := by linarith
    have : √(e ^ 2 + U ^ 2) < √(e' ^ 2 + U ^ 2) + (e' - e) :=
      (Real.sqrt_lt' (by linarith [Real.sqrt_nonneg (e' ^ 2 + U ^ 2)])).2
        (by nlinarith [mul_pos (sub_pos.2 h) hp])
    linarith
```

Here `StrictMono` says that a larger band energy gives a strictly larger pole energy. The proof uses no derivatives. It compares square roots by squaring, as above, and the products passed to `nlinarith` are d(R − e) for the lower branch and d(R′ + e′) for the upper one. Their positivity comes from the signs found in `pole_signs`.

## Two filled intervals and the edges between them

```lean
/-- For `t > 0` and `U > 0` the poles of the triangular lattice fill exactly two closed
intervals, whose ends are the two branches at the band energies `-6t` and `3t`. -/
theorem poleSet_eq {t U : ℝ} (ht : 0 < t) (hU : 0 < U) :
    poleSet t U = Set.Icc (lowerPole U (-6 * t)) (lowerPole U (3 * t)) ∪
      Set.Icc (upperPole U (-6 * t)) (upperPole U (3 * t)) := by
  obtain ⟨hl, hu⟩ := poles_strictMono hU
  have hcl : Continuous (lowerPole U) := by
    unfold lowerPole
    fun_prop
  have hcu : Continuous (upperPole U) := by
    unfold upperPole
    fun_prop
  have hle : -6 * t ≤ 3 * t := by linarith
  ext ω
  constructor
  · rintro ⟨hω, a, b, h⟩
    obtain ⟨h1, h2⟩ := (band_range ht (band t a b)).1 ⟨a, b, rfl⟩
    rcases (invGreen_eq_zero_iff U _ hω).1 h with h | h
    · rw [h]
      exact Or.inl ⟨hl.monotone h1, hl.monotone h2⟩
    · rw [h]
      exact Or.inr ⟨hu.monotone h1, hu.monotone h2⟩
  · -- by continuity no frequency inside a subband is skipped
    rintro (h | h)
    · obtain ⟨e, he, rfl⟩ := intermediate_value_Icc hle hcl.continuousOn h
      obtain ⟨a, b, rfl⟩ := (band_range ht e).2 he
      have h0 := (pole_signs hU (band t a b)).1.ne
      exact ⟨h0, a, b, (invGreen_eq_zero_iff U _ h0).2 (Or.inl rfl)⟩
    · obtain ⟨e, he, rfl⟩ := intermediate_value_Icc hle hcu.continuousOn h
      obtain ⟨a, b, rfl⟩ := (band_range ht e).2 he
      have h0 := (pole_signs hU (band t a b)).2.ne'
      exact ⟨h0, a, b, (invGreen_eq_zero_iff U _ h0).2 (Or.inr rfl)⟩
```

`Set.Icc` is a closed interval, and the theorem is an equality of sets. That every pole lies in one of the intervals follows from the band range and monotonicity. For the converse, the intermediate value theorem turns a frequency inside an interval into a band energy, and `band_range` turns that energy into a momentum.

```lean
/-- For `t > 0` and `U > 0` the highest negative pole is the lower branch at band energy
`3t`, and the lowest positive pole is the upper branch at band energy `-6t`. -/
theorem gap_edges {t U : ℝ} (ht : 0 < t) (hU : 0 < U) :
    IsGreatest (poleSet t U ∩ Set.Iio 0) (lowerPole U (3 * t)) ∧
      IsLeast (poleSet t U ∩ Set.Ioi 0) (upperPole U (-6 * t)) := by
  obtain ⟨hl, hu⟩ := poles_strictMono hU
  have hle : -6 * t ≤ 3 * t := by linarith
  have hn := (pole_signs hU (3 * t)).1
  have hp := (pole_signs hU (-6 * t)).2
  rw [poleSet_eq ht hU]
  refine ⟨⟨⟨Or.inl ⟨hl.monotone hle, le_rfl⟩, hn⟩, ?_⟩,
    ⟨⟨Or.inr ⟨le_rfl, hu.monotone hle⟩, hp⟩, ?_⟩⟩
  · rintro ω ⟨h | h, h0⟩
    · exact h.2
    · linarith [h.1, Set.mem_Iio.1 h0]
  · rintro ω ⟨h | h, h0⟩
    · linarith [h.2, Set.mem_Ioi.1 h0]
    · exact h.1
```

`IsGreatest` means that the value belongs to the set and that nothing in the set exceeds it; `IsLeast` is the mirror image. `Set.Iio 0` and `Set.Ioi 0` select negative and positive frequencies. The lower edge of the gap therefore belongs to the top of the bare band, and the upper edge to its bottom. In the proof, the signs of the branches rule out the wrong interval in each case.

## The size of the gap

```lean
/-- For `t > 0` and `U > 0`, let `v` be the highest negative and `c` the lowest positive
pole. The gap `c - v` has the closed form shown, is positive, and lies strictly
between `U - 9t/2` and `U`. -/
theorem hubbard_gap {t U v c : ℝ} (ht : 0 < t) (hU : 0 < U)
    (hv : IsGreatest (poleSet t U ∩ Set.Iio 0) v)
    (hc : IsLeast (poleSet t U ∩ Set.Ioi 0) c) :
    c - v = (√((6 * t) ^ 2 + U ^ 2) + √((3 * t) ^ 2 + U ^ 2) - 9 * t) / 2 ∧
      0 < c - v ∧ U - 9 * t / 2 < c - v ∧ c - v < U := by
  have hform : c - v =
      (√((6 * t) ^ 2 + U ^ 2) + √((3 * t) ^ 2 + U ^ 2) - 9 * t) / 2 := by
    rw [hv.unique (gap_edges ht hU).1, hc.unique (gap_edges ht hU).2]
    unfold lowerPole upperPole
    rw [show (-6 * t) ^ 2 = (6 * t) ^ 2 by ring]
    ring
  -- a hypotenuse exceeds each leg and is shorter than their sum
  have key : ∀ x : ℝ, 0 < x → x < √(x ^ 2 + U ^ 2) ∧ U < √(x ^ 2 + U ^ 2) ∧
      √(x ^ 2 + U ^ 2) < x + U := fun x hx =>
    ⟨(Real.lt_sqrt hx.le).2 (by linarith [pow_pos hU 2]),
      (Real.lt_sqrt hU.le).2 (by linarith [pow_pos hx 2]),
      (Real.sqrt_lt' (by linarith)).2 (by nlinarith [mul_pos hx hU])⟩
  obtain ⟨a1, a2, a3⟩ := key (6 * t) (by linarith)
  obtain ⟨b1, b2, b3⟩ := key (3 * t) (by linarith)
  refine ⟨hform, ?_, ?_, ?_⟩ <;> rw [hform] <;> linarith

end

end TriangularHubbardI
```

The theorem speaks about any `v` that is the highest negative pole and any `c` that is the lowest positive one, so the gap is a property of the pole set and not a formula put in by definition. `gap_edges` shows that such poles exist, and uniqueness of a greatest and a least element identifies them with E₋(3t) and E₊(−6t). The local statement `key` contains the three hypotenuse inequalities. Once the closed form is inserted, `linarith` combines them into positivity and the two bounds.

```lean
#print axioms TriangularHubbardI.hubbard_gap
```

```
'TriangularHubbardI.hubbard_gap' depends on axioms: [propext, Classical.choice, Quot.sound]
```

## Weak repulsion, and the case U = 0

For U ≤ 9t/2 the bound U − 9t/2 is zero or negative and says nothing useful, yet the gap is still positive. Within this one-orbital Hubbard-I model the subbands are thus separated at every U > 0, however small. For electronic-structure work this means that the gap between these two subbands at weak coupling is built into the approximation, and is not by itself evidence that the layer is a Mott insulator.

The separation is lost at U = 0. Take t = 1 and U = 0. The inverse propagator reduces to ω − e, and the pole set is the bare band [−6, 3] with the point 0 removed. Its negative part, [−6, 0), has no greatest element, and its positive part, (0, 3], has no least one. Poles approach zero from both sides, and there is no gap.

The hypothesis t > 0 matters for the strict upper bound. At t = 0 the band is flat, the only poles are ±U/2, and the gap equals U instead of lying below it.
